# Zero-flux persistent current of free spinless fermions on a hopping ring: none for levels −m..m, nonzero for −m..m−1 when 0 < 2m < N

## Choosing the occupied levels before differentiating

To compute the persistent current of a uniform tight-binding ring, one fills Bloch levels and differentiates the total energy with respect to the flux. With 2m particles on N sites at zero flux, where 0 < 2m < N, the levels −m and m are degenerate, and the choice between them fixes the sign of the slope. With 2m+1 particles both are filled, and the slope vanishes. This holds for non-interacting spinless fermions at zero temperature, with nearest-neighbour hopping whose sign puts the band minimum at level 0.

On a ring of N sites with nearest-neighbour hopping amplitude −t, where t > 0, and total flux phase Φ, level k has energy

ε_k(Φ) = −2t cos((2πk + Φ)/N).

Let E(Φ) be the sum over the occupied k. Up to charge and unit factors, the current is −dE/dΦ at fixed occupation.

## Energy and slope of a consecutive block

Fill n levels k = a, …, a+n−1. Their mean phase is

θ_n = (2πa + π(n−1) + Φ)/N,

and their total energy E_n satisfies

sin(π/N) E_n = −2t sin(nπ/N) cos θ_n.

For n = 0 both sides vanish. For the step from n to n+1, write α = θ_{n+1}, β = nπ/N and δ = π/N. The added level has phase α+β, and θ_n = α−δ. Expanding the left side below, the sin α terms cancel:

sin δ cos(α+β) + sin β cos(α−δ) = sin(β+δ) cos α.

Multiplied by −2t, this is the induction step. For N > 1, sin(π/N) > 0, so we may divide and differentiate:

dE_n/dΦ = (2t/N) [sin(nπ/N)/sin(π/N)] sin θ_n.

At Φ = 0, the block −m..m has θ = 0 and hence zero slope. The block −m..m−1 has n = 2m and θ = −π/N, so its slope is

−(2t/N) sin(2πm/N) < 0,

because 0 < 2πm/N < π.

The smallest case is m = 1, N = 3. Levels −1 and 0 give slope −t/√3; levels −1, 0, 1 fill the band, whose energy is zero at every flux.

## When these fillings are ground states

Suppose |Nθ_n| ≤ π and set w = nπ/N. The occupied phases lie in [−w, w]. The other levels among a, …, a+N−1 have phases in [w, 2π−w]. For t ≥ 0, the energy −2t cos w therefore separates occupied from empty levels, and moving particles to empty levels cannot lower the total.

For −m..m, Nθ_n = Φ, so the condition is |Φ| ≤ π. For −m..m−1, Nθ_n = Φ−π, so it is 0 ≤ Φ ≤ 2π.

The same argument treats the mirror filling −m+1..m: its zero-flux slope is +(2t/N) sin(2πm/N), and the criterion makes it lowest for −2π ≤ Φ ≤ 0. For t > 0 and 0 < 2m < N, the minimised energy of 2m particles thus has a cusp at Φ = 0, where a centred difference returns zero.

## Reading the Lean statement

`level` is ε_k, and `energy` sums it over a finite set `S` of integer labels. `Finset.Icc (-(m : ℤ)) m` is −m..m; `Finset.Ico (-(m : ℤ)) m` omits m. `HasDerivAt f d x` says that f has derivative d at x. `persistent_current_parity` gives both derivatives and the strict inequality.

The spectrum is taken as a definition, not derived from a hopping Hamiltonian. Labels differing by N denote the same Bloch state, so the ground-state theorems restrict `S` to N consecutive labels.

```lean
import Mathlib

open Real

namespace PersistentCurrentParity

noncomputable section

/-- Energy of the Bloch level `k` on a ring of `N ≥ 1` sites with hopping `t` and flux phase `Φ`. -/
def level (t : ℝ) (N : ℕ) (Φ : ℝ) (k : ℤ) : ℝ :=
  -2 * t * Real.cos ((2 * π * k + Φ) / N)

/-- Total energy of spinless fermions occupying the levels in `S`, as a function of the flux
phase, on a ring of `N ≥ 1` sites. -/
def energy (t : ℝ) (N : ℕ) (S : Finset ℤ) (Φ : ℝ) : ℝ :=
  ∑ k ∈ S, level t N Φ k

/-- Adding one particle to a block of consecutive levels fills the next level. -/
lemma block_succ (a : ℤ) (n : ℕ) :
    Finset.Ico a (a + ((n + 1 : ℕ) : ℤ)) = insert (a + (n : ℤ)) (Finset.Ico a (a + (n : ℤ))) := by
  ext k
  simp only [Finset.mem_insert, Finset.mem_Ico]
  push_cast
  omega

/-- Closed form for the energy of `n` consecutive occupied levels starting at `a`, multiplied
by `sin (π / N)`. -/
theorem sin_mul_energy (t : ℝ) (N : ℕ) (a : ℤ) (n : ℕ) (Φ : ℝ) :
    Real.sin (π / N) * energy t N (Finset.Ico a (a + (n : ℤ))) Φ =
      -2 * t * Real.sin (n * π / N) * Real.cos ((2 * π * a + π * (n - 1) + Φ) / N) := by
  induction n with
  | zero => simp [energy]
  | succ n ih =>
    -- express all phases through the new mean phase
    have e1 : (2 * π * ((a + (n : ℤ) : ℤ) : ℝ) + Φ) / N =
        (2 * π * a + π * n + Φ) / N + n * π / N := by push_cast; ring
    have e2 : (2 * π * a + π * ((n : ℝ) - 1) + Φ) / N =
        (2 * π * a + π * n + Φ) / N - π / N := by ring
    have e3 : ((n + 1 : ℕ) : ℝ) * π / N = n * π / N + π / N := by push_cast; ring
    have e4 : (2 * π * a + π * (((n + 1 : ℕ) : ℝ) - 1) + Φ) / N =
        (2 * π * a + π * n + Φ) / N := by push_cast; ring
    unfold energy at ih ⊢
    rw [block_succ, Finset.sum_insert (by simp), mul_add, ih, level, e1, e2, e3, e4,
      Real.cos_add, Real.cos_sub, Real.sin_add]
    ring

/-- On a ring of at least two sites, `sin (π / N)` is positive. -/
lemma sin_pi_div_pos {N : ℕ} (hN : 1 < N) : 0 < Real.sin (π / N) := by
  have h1 : (1 : ℝ) < N := by exact_mod_cast hN
  have h0 : (0 : ℝ) < N := by linarith
  exact Real.sin_pos_of_pos_of_lt_pi (div_pos pi_pos h0) (div_lt_self pi_pos h1)

/-- Flux derivative of the energy of `n` consecutive occupied levels, at any flux, on a ring
of at least two sites. -/
theorem energy_hasDerivAt (t : ℝ) {N : ℕ} (hN : 1 < N) (a : ℤ) (n : ℕ) (Φ : ℝ) :
    HasDerivAt (energy t N (Finset.Ico a (a + (n : ℤ))))
      (2 * t * Real.sin (n * π / N) / (N * Real.sin (π / N)) *
        Real.sin ((2 * π * a + π * (n - 1) + Φ) / N)) Φ := by
  have hs := sin_pi_div_pos hN
  have hE : energy t N (Finset.Ico a (a + (n : ℤ))) = fun φ : ℝ =>
      -2 * t * Real.sin (n * π / N) / Real.sin (π / N) *
        Real.cos ((2 * π * a + π * (n - 1) + φ) / N) := by
    funext φ
    rw [div_mul_eq_mul_div, eq_div_iff hs.ne']
    linear_combination sin_mul_energy t N a n φ
  rw [hE]
  have h1 : HasDerivAt (fun φ : ℝ => (2 * π * a + π * (n - 1) + φ) / N) (1 / (N : ℝ)) Φ :=
    ((hasDerivAt_id' Φ).const_add _).div_const _
  refine (h1.cos.const_mul _).congr_deriv ?_
  ring

/-- For `0 < 2m < N` the Bloch phase `2πm/N` has positive sine. -/
lemma sin_fermi_pos {m N : ℕ} (hm : 0 < 2 * m) (h : 2 * m < N) :
    0 < Real.sin (2 * π * m / N) := by
  have hm' : (0 : ℝ) < m := by exact_mod_cast (by omega : 0 < m)
  have h' : 2 * (m : ℝ) < N := by exact_mod_cast h
  have hN : (0 : ℝ) < N := by linarith
  apply Real.sin_pos_of_pos_of_lt_pi (by positivity)
  rw [div_lt_iff₀ hN]
  linarith [mul_lt_mul_of_pos_left h' pi_pos]

/-- Parity effect for `t > 0` and `0 < 2m < N`: at zero flux the energy of the filling `-m..m`
has zero slope, and that of `-m..m-1` has the strictly negative slope `-(2t/N) sin(2πm/N)`. -/
theorem persistent_current_parity {t : ℝ} (ht : 0 < t) {m N : ℕ} (hm : 0 < 2 * m)
    (h : 2 * m < N) :
    HasDerivAt (energy t N (Finset.Icc (-(m : ℤ)) m)) 0 0 ∧
    HasDerivAt (energy t N (Finset.Ico (-(m : ℤ)) m))
      (-(2 * t / N) * Real.sin (2 * π * m / N)) 0 ∧
    -(2 * t / N) * Real.sin (2 * π * m / N) < 0 := by
  have hN : 1 < N := by omega
  have hN' : (0 : ℝ) < N := by exact_mod_cast (by omega : 0 < N)
  refine ⟨?_, ?_, ?_⟩
  · -- odd filling: the mean phase vanishes
    have hb : Finset.Icc (-(m : ℤ)) m =
        Finset.Ico (-(m : ℤ)) (-(m : ℤ) + ((2 * m + 1 : ℕ) : ℤ)) := by
      ext k; simp only [Finset.mem_Icc, Finset.mem_Ico]; push_cast; omega
    have e : (2 * π * ((-(m : ℤ) : ℤ) : ℝ) + π * (((2 * m + 1 : ℕ) : ℝ) - 1) + 0) / N = 0 := by
      push_cast; ring
    rw [hb]
    refine (energy_hasDerivAt t hN _ _ 0).congr_deriv ?_
    rw [e, Real.sin_zero, mul_zero]
  · -- even filling: the mean phase is `-π/N`
    have hb : Finset.Ico (-(m : ℤ)) m =
        Finset.Ico (-(m : ℤ)) (-(m : ℤ) + ((2 * m : ℕ) : ℤ)) := by
      ext k; simp only [Finset.mem_Ico]; push_cast; omega
    have e : (2 * π * ((-(m : ℤ) : ℤ) : ℝ) + π * (((2 * m : ℕ) : ℝ) - 1) + 0) / N =
        -(π / N) := by push_cast; ring
    have e' : ((2 * m : ℕ) : ℝ) * π / N = 2 * π * m / N := by push_cast; ring
    rw [hb]
    refine (energy_hasDerivAt t hN _ _ 0).congr_deriv ?_
    rw [e, e', Real.sin_neg]
    linear_combination (-(2 * t * Real.sin (2 * π * m / N) / N)) *
      mul_inv_cancel₀ (sin_pi_div_pos hN).ne'
  · have hp : 0 < 2 * t / N * Real.sin (2 * π * m / N) :=
      mul_pos (by positivity) (sin_fermi_pos hm h)
    linarith

/-- For `t > 0` and `0 < 2m < N`, the mirror filling `-m+1..m` has the strictly positive slope
`(2t/N) sin(2πm/N)` at zero flux. -/
theorem mirror_filling_slope {t : ℝ} (ht : 0 < t) {m N : ℕ} (hm : 0 < 2 * m)
    (h : 2 * m < N) :
    HasDerivAt (energy t N (Finset.Ioc (-(m : ℤ)) m))
      (2 * t / N * Real.sin (2 * π * m / N)) 0 ∧
    0 < 2 * t / N * Real.sin (2 * π * m / N) := by
  have hN : 1 < N := by omega
  have hN' : (0 : ℝ) < N := by exact_mod_cast (by omega : 0 < N)
  refine ⟨?_, mul_pos (by positivity) (sin_fermi_pos hm h)⟩
  have hb : Finset.Ioc (-(m : ℤ)) m =
      Finset.Ico (-(m : ℤ) + 1) (-(m : ℤ) + 1 + ((2 * m : ℕ) : ℤ)) := by
    ext k; simp only [Finset.mem_Ioc, Finset.mem_Ico]; push_cast; omega
  have e : (2 * π * ((-(m : ℤ) + 1 : ℤ) : ℝ) + π * (((2 * m : ℕ) : ℝ) - 1) + 0) / N =
      π / N := by push_cast; ring
  have e' : ((2 * m : ℕ) : ℝ) * π / N = 2 * π * m / N := by push_cast; ring
  rw [hb]
  refine (energy_hasDerivAt t hN _ _ 0).congr_deriv ?_
  rw [e, e']
  linear_combination (2 * t * Real.sin (2 * π * m / N) / N) *
    mul_inv_cancel₀ (sin_pi_div_pos hN).ne'

/-- If all levels in `A` lie at or below `c` and those of `S` outside `A` at or above `c`, then
filling `A` costs no more than filling `S` with equally many particles. -/
lemma sum_le_of_threshold (f : ℤ → ℝ) (c : ℝ) (A S : Finset ℤ) (hc : S.card = A.card)
    (hA : ∀ k ∈ A, f k ≤ c) (hS : ∀ k ∈ S, k ∉ A → c ≤ f k) :
    ∑ k ∈ A, f k ≤ ∑ k ∈ S, f k := by
  have iA : A ∩ S ⊆ A := Finset.inter_subset_left
  have iS : A ∩ S ⊆ S := Finset.inter_subset_right
  have h1 := Finset.sum_sdiff (f := f) iA
  have h2 := Finset.sum_sdiff (f := f) iS
  have c1 := Finset.card_sdiff_add_card_eq_card iA
  have c2 := Finset.card_sdiff_add_card_eq_card iS
  have hcard : (A \ (A ∩ S)).card = (S \ (A ∩ S)).card := by omega
  have h3 : ∑ k ∈ A \ (A ∩ S), f k ≤ (A \ (A ∩ S)).card • c :=
    Finset.sum_le_card_nsmul _ _ _ fun k hk => hA k (Finset.mem_sdiff.mp hk).1
  have h4 : (S \ (A ∩ S)).card • c ≤ ∑ k ∈ S \ (A ∩ S), f k := by
    refine Finset.card_nsmul_le_sum _ _ _ fun k hk => ?_
    obtain ⟨hkS, hkn⟩ := Finset.mem_sdiff.mp hk
    exact hS k hkS fun hkA => hkn (Finset.mem_inter.mpr ⟨hkA, hkS⟩)
  rw [hcard] at h3
  linarith [h3.trans h4]

/-- The cosine decreases with the size of the phase, up to `π`. -/
lemma cos_le_of_abs_le {x y : ℝ} (hxy : |x| ≤ y) (hy : y ≤ π) : Real.cos y ≤ Real.cos x := by
  rw [← Real.cos_abs x]
  exact Real.cos_le_cos_of_nonneg_of_le_pi (abs_nonneg x) hy hxy

/-- For `t ≥ 0`, a block of `n` consecutive levels whose mean Bloch phase is at most `π/N` in
size has the lowest energy among all choices of `n` of the `N` levels. -/
theorem block_is_ground_state {t : ℝ} (ht : 0 ≤ t) {N n : ℕ} (hN : 0 < N) (a : ℤ) (Φ : ℝ)
    (hΦ : |2 * π * a + π * (n - 1) + Φ| ≤ π) (S : Finset ℤ)
    (hS : S ⊆ Finset.Ico a (a + (N : ℤ))) (hc : S.card = n) :
    energy t N (Finset.Ico a (a + (n : ℤ))) Φ ≤ energy t N S Φ := by
  have hN' : (0 : ℝ) < N := by exact_mod_cast hN
  have hn : n ≤ N := by
    have := Finset.card_le_card hS
    rw [Int.card_Ico] at this
    omega
  have hn' : (n : ℝ) ≤ N := by exact_mod_cast hn
  obtain ⟨l, u⟩ := abs_le.mp hΦ
  -- `w = nπ/N` is the phase that separates occupied from empty levels
  obtain ⟨w, hw⟩ : ∃ w : ℝ, w * N = n * π := ⟨n * π / N, by field_simp⟩
  have hwπ : w ≤ π := by
    refine le_of_mul_le_mul_right ?_ hN'
    linarith [mul_le_mul_of_nonneg_left hn' pi_pos.le]
  refine sum_le_of_threshold _ (-2 * t * Real.cos w) _ S ?_ ?_ ?_
  · rw [Int.card_Ico]; omega
  · intro k hk
    obtain ⟨k1, k2⟩ := Finset.mem_Ico.mp hk
    have r1 : (a : ℝ) ≤ k := by exact_mod_cast k1
    have r2 : (k : ℝ) + 1 ≤ a + n := by exact_mod_cast (by omega : k + 1 ≤ a + (n : ℤ))
    have p1 := mul_le_mul_of_nonneg_left r1 pi_pos.le
    have p2 := mul_le_mul_of_nonneg_left r2 pi_pos.le
    have b1 : -w ≤ (2 * π * k + Φ) / N := by rw [le_div_iff₀ hN']; linarith
    have b2 : (2 * π * k + Φ) / N ≤ w := by rw [div_le_iff₀ hN']; linarith
    have hcos := cos_le_of_abs_le (abs_le.mpr ⟨b1, b2⟩) hwπ
    unfold level
    linarith [mul_le_mul_of_nonneg_left hcos ht]
  · intro k hk hkA
    obtain ⟨k1, k2⟩ := Finset.mem_Ico.mp (hS hk)
    have k3 : a + (n : ℤ) ≤ k := by
      by_contra hlt
      exact hkA (Finset.mem_Ico.mpr ⟨k1, by omega⟩)
    have r1 : (a : ℝ) + n ≤ k := by exact_mod_cast k3
    have r2 : (k : ℝ) + 1 ≤ a + N := by exact_mod_cast (by omega : k + 1 ≤ a + (N : ℤ))
    have p1 := mul_le_mul_of_nonneg_left r1 pi_pos.le
    have p2 := mul_le_mul_of_nonneg_left r2 pi_pos.le
    have b1 : w ≤ (2 * π * k + Φ) / N := by rw [le_div_iff₀ hN']; linarith
    have b2 : (2 * π * k + Φ) / N ≤ 2 * π - w := by rw [div_le_iff₀ hN']; linarith
    have w0 : 0 ≤ w := by
      refine le_of_mul_le_mul_right ?_ hN'
      rw [zero_mul, hw]
      positivity
    -- reflect the phase about `π`
    have hcos := cos_le_of_abs_le (x := (2 * π * k + Φ) / N - π) (y := π - w)
      (abs_le.mpr ⟨by linarith, by linarith⟩) (by linarith)
    rw [Real.cos_pi_sub, Real.cos_sub_pi] at hcos
    unfold level
    linarith [mul_le_mul_of_nonneg_left hcos ht]

/-- For `t ≥ 0`, the filling `-m..m-1` has the lowest energy among all choices of `2m` of the
`N` levels when `0 ≤ Φ ≤ 2π`, and `-m..m` among all choices of `2m+1` when `|Φ| ≤ π`. -/
theorem parity_ground_states {t : ℝ} (ht : 0 ≤ t) {m N : ℕ} (hN : 0 < N) (Φ : ℝ)
    (S : Finset ℤ) (hS : S ⊆ Finset.Ico (-(m : ℤ)) (-(m : ℤ) + (N : ℤ))) :
    (0 ≤ Φ → Φ ≤ 2 * π → S.card = 2 * m →
      energy t N (Finset.Ico (-(m : ℤ)) m) Φ ≤ energy t N S Φ) ∧
    (|Φ| ≤ π → S.card = 2 * m + 1 →
      energy t N (Finset.Icc (-(m : ℤ)) m) Φ ≤ energy t N S Φ) := by
  constructor
  · intro h0 h1 hc
    have hb : Finset.Ico (-(m : ℤ)) m =
        Finset.Ico (-(m : ℤ)) (-(m : ℤ) + ((2 * m : ℕ) : ℤ)) := by
      ext k; simp only [Finset.mem_Ico]; push_cast; omega
    have e : 2 * π * ((-(m : ℤ) : ℤ) : ℝ) + π * (((2 * m : ℕ) : ℝ) - 1) + Φ = Φ - π := by
      push_cast; ring
    rw [hb]
    refine block_is_ground_state ht hN _ Φ ?_ S hS hc
    rw [e]
    exact abs_le.mpr ⟨by linarith, by linarith⟩
  · intro h0 hc
    have hb : Finset.Icc (-(m : ℤ)) m =
        Finset.Ico (-(m : ℤ)) (-(m : ℤ) + ((2 * m + 1 : ℕ) : ℤ)) := by
      ext k; simp only [Finset.mem_Icc, Finset.mem_Ico]; push_cast; omega
    have e : 2 * π * ((-(m : ℤ) : ℤ) : ℝ) + π * (((2 * m + 1 : ℕ) : ℝ) - 1) + Φ = Φ := by
      push_cast; ring
    rw [hb]
    refine block_is_ground_state ht hN _ Φ ?_ S hS hc
    rw [e]
    exact h0

end

end PersistentCurrentParity
```

## From the block formula to the parity theorem

`sin_mul_energy` is the induction: `block_succ` splits off the new level, `e1`–`e4` rewrite the angles in terms of α, β and δ, and the addition formulas with `ring` finish. `energy_hasDerivAt` divides by the sine, positive by `sin_pi_div_pos`, and applies the chain rule.

`persistent_current_parity` rewrites each filling as a block and evaluates its mean phase; `sin_fermi_pos` supplies the sign. `mirror_filling_slope` repeats this with mean phase π/N.

`sum_le_of_threshold` removes the levels shared by two fillings and compares the equally many that remain with the threshold. `block_is_ground_state` supplies the phase bounds, using `cos_le_of_abs_le` directly for occupied levels and after reflection about π for empty ones. `parity_ground_states` inserts the two mean phases.

```lean
#print axioms PersistentCurrentParity.persistent_current_parity
#print axioms PersistentCurrentParity.mirror_filling_slope
#print axioms PersistentCurrentParity.parity_ground_states
```

```
'PersistentCurrentParity.persistent_current_parity' depends on axioms: [propext, Classical.choice, Quot.sound]
'PersistentCurrentParity.mirror_filling_slope' depends on axioms: [propext, Classical.choice, Quot.sound]
'PersistentCurrentParity.parity_ground_states' depends on axioms: [propext, Classical.choice, Quot.sound]
```
